# The unitary polar factor of CᴴSB gives the best alignment of two orbital blocks in the metric S

The trace of a complex matrix is a complex number, whereas a minimum needs real numbers to compare. The misfit between two blocks of orbitals is therefore defined here as the real part of a trace. For a Hermitian overlap matrix the trace is real already, and nothing is lost.

The orbitals are columns of finite complex matrices: C is the earlier block and B the current one. The rows, indexed by `m`, are basis functions; the columns, indexed by `n`, are N orbitals. S is the overlap matrix, which in the PAW method contains the augmentation terms, and ᴴ is the conjugate transpose. For a metric A and a block X, `blockNormSq A X` is Re Tr(XᴴAX), and the misfit of an N×N unitary U is

D(U) = Re Tr((CU − B)ᴴ S (CU − B)).

```lean
import Mathlib

open Matrix
open scoped ComplexOrder

namespace PAWOrbitalAlignment

noncomputable section

variable {m n : Type*} [Fintype m] [Fintype n]

/-- The squared size of a block of orbitals `X` in the metric `A`: the real part of
`Tr (Xᴴ A X)`. -/
def blockNormSq (A : Matrix m m ℂ) (X : Matrix m n ℂ) : ℝ :=
  (Xᴴ * A * X).trace.re
```

The diagonal elements of XᴴAX belong to single orbitals, so the squared size of a block is a sum over its columns xⱼ:

Re Tr(XᴴAX) = Σⱼ Re(xⱼᴴAxⱼ).

```lean
/-- The squared size of a block is the sum of the squared sizes of its orbitals. -/
theorem blockNormSq_eq_sum (A : Matrix m m ℂ) (X : Matrix m n ℂ) :
    blockNormSq A X =
      ∑ j, (star (fun i => X i j) ⬝ᵥ (A *ᵥ (fun i => X i j))).re := by
  unfold blockNormSq
  rw [Matrix.mul_assoc, ← Complex.re_sum]
  rfl
```

## Positivity of a metric

If A is positive semidefinite, every term of this sum is nonnegative, and so is the sum. If A is positive definite, a vanishing sum forces each term to vanish, and hence each column. The two proofs below follow this argument. Without positivity a block can have negative size; with semidefiniteness alone, a non-zero block in the kernel of A has size zero.

```lean
/-- In a positive semidefinite metric the squared size of a block is nonnegative. -/
theorem blockNormSq_nonneg {A : Matrix m m ℂ} (hA : A.PosSemidef) (X : Matrix m n ℂ) :
    0 ≤ blockNormSq A X := by
  rw [blockNormSq_eq_sum]
  exact Finset.sum_nonneg fun j _ =>
    (Complex.le_def.mp (hA.dotProduct_mulVec_nonneg (fun i => X i j))).1

/-- In a positive definite metric only the zero block has size zero. -/
theorem blockNormSq_eq_zero_iff {A : Matrix m m ℂ} (hA : A.PosDef) (X : Matrix m n ℂ) :
    blockNormSq A X = 0 ↔ X = 0 := by
  constructor
  · intro h
    rw [blockNormSq_eq_sum] at h
    have hz := (Finset.sum_eq_zero_iff_of_nonneg (fun j _ =>
      (Complex.le_def.mp
        (hA.posSemidef.dotProduct_mulVec_nonneg (fun i => X i j))).1)).mp h
    ext i j
    by_contra hij
    -- a non-zero orbital would have strictly positive size
    have hv : (fun i => X i j) ≠ 0 := fun h0 => hij (congrFun h0 i)
    have hpos : 0 < star (fun i => X i j) ⬝ᵥ (A *ᵥ (fun i => X i j)) :=
      hA.dotProduct_mulVec_pos hv
    have h1 := (Complex.lt_def.mp hpos).1
    have h2 := hz j (Finset.mem_univ j)
    rw [h2] at h1
    exact lt_irrefl _ h1
  · rintro rfl
    simp [blockNormSq]
```

For A = S, positive definiteness makes D(U) a squared distance that vanishes only when CU = B. The minimization itself does not need it. The metric whose positivity decides the minimum is the N×N matrix P introduced below.

## Hermitian S and unitary U

Multiplying out the misfit gives four terms:

(CU − B)ᴴS(CU − B) = UᴴCᴴSCU − UᴴCᴴSB − BᴴSCU + BᴴSB.

Since S is Hermitian, BᴴSCU = (UᴴCᴴSB)ᴴ, so the two cross terms have complex conjugate traces. Since U is unitary, cyclicity removes it from the first term:

Tr(UᴴCᴴSCU) = Tr(UUᴴCᴴSC) = Tr(CᴴSC).

What remains is

D(U) = Re Tr(CᴴSC) + Re Tr(BᴴSB) − 2 Re Tr(UᴴCᴴSB).

In the proof, `e` is the four-term expansion, where `hS.eq` enters, and `t` is the cyclic step, where `hU'` enters.

```lean
variable [DecidableEq n]

/-- For Hermitian `S`, the misfit between the rotated block `C U` and the block `B` depends on the
unitary `U` only through the overlap term `Tr (Uᴴ Cᴴ S B)`. -/
theorem misfit_expansion {S : Matrix m m ℂ} (hS : S.IsHermitian) (C B : Matrix m n ℂ)
    {U : Matrix n n ℂ} (hU : U ∈ unitaryGroup n ℂ) :
    blockNormSq S (C * U - B) =
      blockNormSq S C + blockNormSq S B - 2 * (Uᴴ * (Cᴴ * S * B)).trace.re := by
  have hU' : U * Uᴴ = 1 := mem_unitaryGroup_iff.mp hU
  have e : (C * U - B)ᴴ * S * (C * U - B) =
      Uᴴ * (Cᴴ * S * C) * U - Uᴴ * (Cᴴ * S * B) - (Uᴴ * (Cᴴ * S * B))ᴴ + Bᴴ * S * B := by
    simp only [conjTranspose_sub, conjTranspose_mul, conjTranspose_conjTranspose, hS.eq,
      Matrix.mul_sub, Matrix.sub_mul, Matrix.mul_assoc]
    abel
  -- cyclicity of the trace removes the rotation from the first term
  have t : (Uᴴ * (Cᴴ * S * C) * U).trace = (Cᴴ * S * C).trace := by
    rw [Matrix.trace_mul_comm, ← Matrix.mul_assoc, hU', Matrix.one_mul]
  unfold blockNormSq
  rw [e, trace_add, trace_sub, trace_sub, t, trace_conjTranspose]
  simp only [Complex.add_re, Complex.sub_re, Complex.star_def, Complex.conj_re]
  ring
```

If S were not Hermitian, the real part would see only its Hermitian part (S + Sᴴ)/2, and the overlap to factorize would be the one formed with that part. If U were unrestricted, the first term would depend on it. For positive definite S and S-orthonormal C, the best matrix would then be CᴴSB itself, and CU would in general no longer be orthonormal.

## The factorization CᴴSB = WP

The hypothesis `h` writes the overlap between the blocks as a unitary W times a Hermitian P. Rotating the earlier block by W leaves the overlap (CW)ᴴSB = P with the current one. Every square complex matrix has such a factorization with P positive semidefinite, its polar decomposition; here it is assumed and not constructed.

Inserting it into the expansion for U and for W, with WᴴW = 1, gives

D(U) − D(W) = 2 Re Tr P − 2 Re Tr(UᴴWP).

The right-hand side is a squared size in the metric P. Indeed,

(U − W)P(U − W)ᴴ = UPUᴴ − UPWᴴ − WPUᴴ + WPWᴴ.

The outer terms each have trace Tr P. The third product, WPUᴴ, has trace Tr(UᴴWP), and the second is its conjugate transpose because P is Hermitian. Therefore

D(U) = D(W) + Re Tr((U − W)P(U − W)ᴴ).

In Lean the last term is `blockNormSq P (U - W)ᴴ`. The facts `t1`, `t2` and `t3` are the traces just listed, `q` collects them, and the final rewriting uses the expansion twice.

```lean
/-- For Hermitian `S`, if `Cᴴ S B = W P` with `W` unitary and `P` Hermitian, the misfit of any
unitary `U` equals that of `W` plus `blockNormSq P (U - W)ᴴ`. -/
theorem misfit_excess {S : Matrix m m ℂ} (hS : S.IsHermitian) {C B : Matrix m n ℂ}
    {W P U : Matrix n n ℂ} (hW : W ∈ unitaryGroup n ℂ) (hP : P.IsHermitian)
    (h : Cᴴ * S * B = W * P) (hU : U ∈ unitaryGroup n ℂ) :
    blockNormSq S (C * U - B) =
      blockNormSq S (C * W - B) + blockNormSq P (U - W)ᴴ := by
  have hU' : Uᴴ * U = 1 := mem_unitaryGroup_iff'.mp hU
  have hW' : Wᴴ * W = 1 := mem_unitaryGroup_iff'.mp hW
  have e : (U - W)ᴴᴴ * P * (U - W)ᴴ =
      U * P * Uᴴ - (W * P * Uᴴ)ᴴ - W * P * Uᴴ + W * P * Wᴴ := by
    simp only [conjTranspose_sub, conjTranspose_mul, conjTranspose_conjTranspose, hP.eq,
      Matrix.mul_sub, Matrix.sub_mul, Matrix.mul_assoc]
    abel
  have t1 : (U * P * Uᴴ).trace = P.trace := by
    rw [Matrix.trace_mul_comm, ← Matrix.mul_assoc, hU', Matrix.one_mul]
  have t2 : (W * P * Wᴴ).trace = P.trace := by
    rw [Matrix.trace_mul_comm, ← Matrix.mul_assoc, hW', Matrix.one_mul]
  have t3 : (W * P * Uᴴ).trace = (Uᴴ * (W * P)).trace := Matrix.trace_mul_comm _ _
  have t4 : Wᴴ * (W * P) = P := by rw [← Matrix.mul_assoc, hW', Matrix.one_mul]
  have q : blockNormSq P (U - W)ᴴ = 2 * P.trace.re - 2 * (Uᴴ * (W * P)).trace.re := by
    unfold blockNormSq
    rw [e, trace_add, trace_sub, trace_sub, trace_conjTranspose, t1, t2, t3]
    simp only [Complex.add_re, Complex.sub_re, Complex.star_def, Complex.conj_re]
    ring
  rw [misfit_expansion hS C B hU, misfit_expansion hS C B hW, h, t4, q]
  ring
```

Unitarity of W gives the factorization its content: without it, W = CᴴSB and P = 1 would always qualify.

## Semidefinite P gives the minimum

If P is positive semidefinite, the excess is nonnegative, and D(W) ≤ D(U) for every unitary U. The proof is the identity followed by `blockNormSq_nonneg`.

```lean
/-- Optimal subspace alignment: if `S` is Hermitian and `Cᴴ S B = W P` with `W` unitary and `P`
positive semidefinite, then `W` minimizes the misfit between `C U` and `B` among all unitary `U`. -/
theorem optimal_alignment {S : Matrix m m ℂ} (hS : S.IsHermitian) {C B : Matrix m n ℂ}
    {W P : Matrix n n ℂ} (hW : W ∈ unitaryGroup n ℂ) (hP : P.PosSemidef)
    (h : Cᴴ * S * B = W * P) :
    ∀ U ∈ unitaryGroup n ℂ, blockNormSq S (C * W - B) ≤ blockNormSq S (C * U - B) := by
  intro U hU
  rw [misfit_excess hS hW hP.isHermitian h hU]
  exact le_add_of_nonneg_right (blockNormSq_nonneg hP _)
```

With P merely Hermitian, the identity still holds but its last term may be negative. For one orbital and P = −3/5, W is the worst phase and not the best.

## Definite P gives uniqueness

If P is positive definite, the excess vanishes only for U = W. Physically, no direction in the earlier orbital space is S-orthogonal to the whole current block.

```lean
/-- For Hermitian `S`, if `Cᴴ S B = W P` with `W` unitary and `P` positive definite, a unitary `U`
has the same misfit as `W` exactly when `U = W`. -/
theorem optimal_alignment_unique {S : Matrix m m ℂ} (hS : S.IsHermitian) {C B : Matrix m n ℂ}
    {W P U : Matrix n n ℂ} (hW : W ∈ unitaryGroup n ℂ) (hP : P.PosDef)
    (h : Cᴴ * S * B = W * P) (hU : U ∈ unitaryGroup n ℂ) :
    blockNormSq S (C * U - B) = blockNormSq S (C * W - B) ↔ U = W := by
  rw [misfit_excess hS hW hP.isHermitian h hU, add_eq_left, blockNormSq_eq_zero_iff hP,
    conjTranspose_eq_zero, sub_eq_zero]
```

If P is singular, W can be changed on the kernel of P at no cost. For one orbital with zero overlap, every phase gives the same misfit.

## Orthonormal blocks give the value and the extrapolation

The conditions CᴴSC = 1 and BᴴSB = 1 say that both blocks are orthonormal in the same metric. They play no part in the minimization, but they fix its value: the first two terms of the expansion become N each, and

D(W) = 2(N − Re Tr P).

```lean
/-- For Hermitian `S` and `S`-orthonormal blocks of `N` orbitals with `Cᴴ S B = W P` and `W`
unitary, the misfit between `C W` and `B` is `2 (N - Re Tr P)`. -/
theorem aligned_misfit {S : Matrix m m ℂ} (hS : S.IsHermitian) {C B : Matrix m n ℂ}
    {W P : Matrix n n ℂ} (hC : Cᴴ * S * C = 1) (hB : Bᴴ * S * B = 1)
    (hW : W ∈ unitaryGroup n ℂ) (h : Cᴴ * S * B = W * P) :
    blockNormSq S (C * W - B) = 2 * ((Fintype.card n : ℝ) - P.trace.re) := by
  have hW' : Wᴴ * W = 1 := mem_unitaryGroup_iff'.mp hW
  rw [misfit_expansion hS C B hW, h, ← Matrix.mul_assoc, hW', Matrix.one_mul]
  unfold blockNormSq
  rw [hC, hB, trace_one, Complex.natCast_re]
  ring
```

For general blocks, the sum of their squared sizes replaces 2N.

Orthonormality also determines the overlap matrix of a linear extrapolation. Let t be the real extrapolation parameter. Then (CW)ᴴS(CW) = WᴴW = 1, (CW)ᴴSB = WᴴWP = P, and BᴴS(CW) = Pᴴ = P. The extrapolated block is E = B + t(B − CW) = (1 + t)B − tCW, so

EᴴSE = (1 + t)² + t² − 2t(1 + t)P = 1 + 2t(1 + t)(1 − P).

The facts `h1`, `h2` and `h3` are the three overlaps, and `module` collects the coefficients.

```lean
/-- For Hermitian `S` and `S`-orthonormal blocks with `Cᴴ S B = W P`, `W` unitary and `P` Hermitian,
the linear extrapolation `B + t (B - C W)` with real `t` has the overlap matrix `1 + 2 t (1 + t) (1
- P)`. -/
theorem extrapolation_overlap {S : Matrix m m ℂ} (hS : S.IsHermitian) {C B : Matrix m n ℂ}
    {W P : Matrix n n ℂ} (hC : Cᴴ * S * C = 1) (hB : Bᴴ * S * B = 1)
    (hW : W ∈ unitaryGroup n ℂ) (hP : P.IsHermitian) (h : Cᴴ * S * B = W * P) (t : ℝ) :
    (B + (t : ℂ) • (B - C * W))ᴴ * S * (B + (t : ℂ) • (B - C * W)) =
      1 + (2 * (t : ℂ) * (1 + t)) • (1 - P) := by
  have hW' : Wᴴ * W = 1 := mem_unitaryGroup_iff'.mp hW
  have h1 : (C * W)ᴴ * S * (C * W) = 1 := by
    calc (C * W)ᴴ * S * (C * W) = Wᴴ * (Cᴴ * S * C) * W := by
          simp only [conjTranspose_mul, Matrix.mul_assoc]
      _ = 1 := by rw [hC, Matrix.mul_one, hW']
  -- after alignment the overlap of the two blocks is the Hermitian factor
  have h2 : (C * W)ᴴ * S * B = P := by
    calc (C * W)ᴴ * S * B = Wᴴ * (Cᴴ * S * B) := by
          simp only [conjTranspose_mul, Matrix.mul_assoc]
      _ = P := by rw [h, ← Matrix.mul_assoc, hW', Matrix.one_mul]
  have h3 : Bᴴ * S * (C * W) = P := by
    calc Bᴴ * S * (C * W) = ((C * W)ᴴ * S * B)ᴴ := by
          simp only [conjTranspose_mul, conjTranspose_conjTranspose, hS.eq, Matrix.mul_assoc]
      _ = P := by rw [h2, hP.eq]
  have ht : star (t : ℂ) = t := Complex.conj_ofReal t
  generalize C * W = A at h1 h2 h3 ⊢
  simp only [conjTranspose_add, conjTranspose_smul, conjTranspose_sub, ht, Matrix.add_mul,
    Matrix.mul_add, Matrix.sub_mul, Matrix.mul_sub, Matrix.smul_mul, Matrix.mul_smul,
    h1, h2, h3, hB]
  module
```

At t = 1, the block 2B − CW has overlap matrix 1 + 4(1 − P). It is orthonormal only if P = 1.

## Alignment between molecular-dynamics steps

An eigensolver returns orbitals with arbitrary phases, and with arbitrary mixing inside degenerate levels, so subtracting the stored blocks of two time steps directly can be meaningless. A code can form the N×N matrix M = CᴴSB, compute its singular value decomposition M = VΣYᴴ, and set W = VYᴴ; then P = YΣYᴴ. It replaces C by CW, extrapolates, and orthonormalizes the result before using it as the starting guess for the next self-consistency cycle.

The theorems support this step for finite blocks compared in one fixed metric. In PAW dynamics S moves with the atoms, so an earlier block is in general not orthonormal in the current S. The minimality of W survives this, since it does not use orthonormality; the formulas for D(W) and EᴴSE need corrections. A general unitary mixing also leaves the density unchanged only when the mixed orbitals are equally occupied.

## One orbital with a phase

A small example satisfies all the conditions at once, with two basis functions of squared norms 4 and 1 and a single orbital. The earlier orbital is (1/2, 0) and the current one is (3i/10, 4/5). Both are normalized in S, and their overlap is 3i/5, so W = i and P = 3/5.

```lean
/-- Overlap matrix of the example: two orthogonal basis functions of unequal norm. -/
def exS : Matrix (Fin 2) (Fin 2) ℂ := diagonal ![4, 1]

/-- Earlier orbital of the example. -/
def exC : Matrix (Fin 2) (Fin 1) ℂ := !![1 / 2; 0]

/-- Current orbital of the example. -/
def exB : Matrix (Fin 2) (Fin 1) ℂ := !![3 / 10 * Complex.I; 4 / 5]

/-- Unitary factor of the example: the phase `i`. -/
def exW : Matrix (Fin 1) (Fin 1) ℂ := !![Complex.I]

/-- Positive factor of the example: the number `3/5`. -/
def exP : Matrix (Fin 1) (Fin 1) ℂ := diagonal fun _ => ((3 / 5 : ℝ) : ℂ)
```

The proof checks the conditions entry by entry.

```lean
/-- The example blocks are orthonormal in a positive definite metric, and their overlap is the
product of a unitary and a positive definite factor. -/
theorem alignment_witness :
    exS.PosDef ∧ exCᴴ * exS * exC = 1 ∧ exBᴴ * exS * exB = 1 ∧
      exW ∈ unitaryGroup (Fin 1) ℂ ∧ exP.PosDef ∧ exCᴴ * exS * exB = exW * exP := by
  -- the numerals in the example are real
  have c2 : (starRingEnd ℂ) 2 = 2 := Complex.ext (by simp) (by simp)
  have c3 : (starRingEnd ℂ) 3 = 3 := Complex.ext (by simp) (by simp)
  have c4 : (starRingEnd ℂ) 4 = 4 := Complex.ext (by simp) (by simp)
  have c5 : (starRingEnd ℂ) 5 = 5 := Complex.ext (by simp) (by simp)
  have c10 : (starRingEnd ℂ) 10 = 10 := Complex.ext (by simp) (by simp)
  refine ⟨?_, ?_, ?_, ?_, ?_, ?_⟩
  · refine Matrix.PosDef.diagonal fun i => ?_
    fin_cases i <;> simp
  · ext i j
    fin_cases i; fin_cases j
    simp [exS, exC, Matrix.mul_apply, Fin.sum_univ_succ, diagonal]
    simp only [c2]
    norm_num
  · ext i j
    fin_cases i; fin_cases j
    simp [exS, exB, Matrix.mul_apply, Fin.sum_univ_succ, diagonal]
    simp only [c3, c4, c5, c10]
    linear_combination (-(9 / 25 : ℂ)) * Complex.I_sq
  · rw [mem_unitaryGroup_iff]
    ext i j
    fin_cases i; fin_cases j
    simp [exW, Matrix.mul_apply, Matrix.star_apply]
  · exact Matrix.PosDef.diagonal fun _ => Complex.zero_lt_real.mpr (by norm_num)
  · ext i j
    fin_cases i; fin_cases j
    simp [exS, exC, exB, exW, exP, Matrix.mul_apply, Fin.sum_univ_succ, diagonal]
    simp only [c2]
    ring

end

end PAWOrbitalAlignment
```

```lean
#print axioms PAWOrbitalAlignment.optimal_alignment
#print axioms PAWOrbitalAlignment.optimal_alignment_unique
#print axioms PAWOrbitalAlignment.aligned_misfit
#print axioms PAWOrbitalAlignment.extrapolation_overlap
```

```
'PAWOrbitalAlignment.optimal_alignment' depends on axioms: [propext, Classical.choice, Quot.sound]
'PAWOrbitalAlignment.optimal_alignment_unique' depends on axioms: [propext, Classical.choice, Quot.sound]
'PAWOrbitalAlignment.aligned_misfit' depends on axioms: [propext, Classical.choice, Quot.sound]
'PAWOrbitalAlignment.extrapolation_overlap' depends on axioms: [propext, Classical.choice, Quot.sound]
```

With these numbers the aligned misfit is 2(1 − 3/5) = 4/5. Leaving the phase alone, U = 1, adds (3/5)|1 − i|² = 6/5 and gives 2. The extrapolated orbital at t = 1 is (i/10, 8/5), with squared norm 13/5, in agreement with 1 + 4(1 − 3/5).
